# A Hermitian Hamiltonian matrix and a positive definite overlap matrix admit a complete overlap-orthonormal set of generalized eigenvectors with real levels

In a finite, possibly non-orthogonal basis, the stationary states of a Hamiltonian matrix H with overlap matrix S solve the generalized eigenvalue problem Hv = εSv. The theorem `exists_generalized_eigenbasis` says that if H is Hermitian and S is positive definite, both complex and of the same finite size, there are a square matrix V and real numbers ε with V†SV = 1 and HV = SV diag(ε). The columns of V are thus eigenvectors normalised with respect to S, and there are as many of them as basis functions. The proof diagonalises S and divides each of its eigenvectors by the square root of its eigenvalue, which gives a matrix B with B†SB = 1. It then diagonalises the ordinary Hermitian matrix B†HB and carries its eigenvectors back by multiplying them by B.

An attempt in Lean 4 with a fault in it:

```lean
import Mathlib

open Matrix Polynomial
open scoped ComplexOrder

namespace ExistsGeneralizedEigenbasis

noncomputable section

variable {n : Type*} [Fintype n] [DecidableEq n]

/-- A Hermitian matrix is diagonalized by a matrix with orthonormal columns. -/
theorem exists_eigenmatrix {A : Matrix n n ℂ} (hA : A.IsHermitian) :
    ∃ U : Matrix n n ℂ, Uᴴ * U = 1 ∧
      A * U = U * diagonal (fun i => (hA.eigenvalues i : ℂ)) := by
  refine ⟨Matrix.of fun i j => (hA.eigenvectorBasis j).ofLp i, ?_, ?_⟩
  · ext i j
    have h := orthonormal_iff_ite.1 hA.eigenvectorBasis.orthonormal i j
    rw [PiLp.inner_apply] at h
    rw [Matrix.mul_apply, Matrix.one_apply, ← h]
    refine Finset.sum_congr rfl fun k _ => ?_
    simp [mul_comm]
  · ext i j
    have h := congrFun (hA.mulVec_eigenvectorBasis j) i
    rw [Matrix.mul_diagonal]
    refine h.trans ?_
    simp [mul_comm]

/-- For Hermitian `H` and positive definite `S` there is a complete set of `S`-orthonormal
generalized eigenvectors, the columns of `V`, with real levels `ε`. -/
theorem exists_generalized_eigenbasis {H S : Matrix n n ℂ} (hH : H.IsHermitian)
    (hS : S.PosDef) : ∃ (V : Matrix n n ℂ) (ε : n → ℝ),
      Vᴴ * S * V = 1 ∧ H * V = S * V * diagonal (fun i => (ε i : ℂ)) := by
  obtain ⟨U, hU, hSU⟩ := exists_eigenmatrix hS.isHermitian
  let r : n → ℂ := fun i => (((√(hS.isHermitian.eigenvalues i))⁻¹ : ℝ) : ℂ)
  have hr : (diagonal r)ᴴ = diagonal r := by
    have h : star r = r := funext fun i => Complex.conj_ofReal _
    rw [diagonal_conjTranspose, h]
  -- rescaled eigenvectors of S turn the overlap matrix into the identity
  let B := U * diagonal r
  have hB : Bᴴ * (S * B) = 1 := by
    calc Bᴴ * (S * B) = diagonal r * (Uᴴ * (S * U)) * diagonal r := by
          simp only [B, conjTranspose_mul, hr, Matrix.mul_assoc]
      _ = diagonal r * diagonal (fun i => (hS.isHermitian.eigenvalues i : ℂ))
            * diagonal r := by
          rw [hSU, ← Matrix.mul_assoc Uᴴ, hU, Matrix.one_mul]
      _ = 1 := by
          rw [diagonal_mul_diagonal, diagonal_mul_diagonal, ← diagonal_one]
          congr 1
          funext i
          have hp : 0 < hS.isHermitian.eigenvalues i := hS.eigenvalues_pos i
          have hne := (Real.sqrt_pos.2 hp).ne'
          have h : (√(hS.isHermitian.eigenvalues i))⁻¹ * hS.isHermitian.eigenvalues i
              * (√(hS.isHermitian.eigenvalues i))⁻¹ = 1 := by
            rw [mul_assoc, ← div_eq_mul_inv, Real.div_sqrt, inv_mul_cancel₀ hne]
          exact_mod_cast h
  have hB' : S * B * Bᴴ = 1 := mul_eq_one_comm.1 hB
  -- diagonalize the Hamiltonian in the orthonormalized basis
  have hK : (Bᴴ * H * B).IsHermitian := isHermitian_conjTranspose_mul_mul B hH
  obtain ⟨W, hW, hKW⟩ := exists_eigenmatrix hK
  refine ⟨B * W, hK.eigenvalues, ?_, ?_⟩
  · calc (B * W)ᴴ * S * (B * W) = Wᴴ * (Bᴴ * (S * B)) * W := by
          simp only [conjTranspose_mul, Matrix.mul_assoc]
      _ = 1 := by rw [hB, Matrix.mul_one, hW]
  · calc H * (B * W) = S * B * Bᴴ * (H * (B * W)) := by rw [hB', Matrix.one_mul]
      _ = S * B * (Bᴴ * H * B * W) := by simp only [Matrix.mul_assoc]
      _ = _ := by rw [hKW]; simp only [Matrix.mul_assoc]

end

end ExistsGeneralizedEigenbasis
```

The compiler's answer:

```
Main.lean:56:10: error: mod_cast has type
  (√(⋯.eigenvalues i))⁻¹ * ⋯.eigenvalues i * (√(⋯.eigenvalues i))⁻¹ = 1
but is expected to have type
  r i * ↑(⋯.eigenvalues i) * r i = 1
```

The mended proof, as a diff:

```diff
@@ -49,10 +49,11 @@
           congr 1
           funext i
-          have hp : 0 < hS.isHermitian.eigenvalues i := hS.eigenvalues_pos i
-          have hne := (Real.sqrt_pos.2 hp).ne'
+          have hne := (Real.sqrt_pos.2 (hS.eigenvalues_pos i)).ne'
           have h : (√(hS.isHermitian.eigenvalues i))⁻¹ * hS.isHermitian.eigenvalues i
               * (√(hS.isHermitian.eigenvalues i))⁻¹ = 1 := by
             rw [mul_assoc, ← div_eq_mul_inv, Real.div_sqrt, inv_mul_cancel₀ hne]
-          exact_mod_cast h
+          have h' := congrArg (fun t : ℝ => (t : ℂ)) h
+          simp only [Complex.ofReal_mul, Complex.ofReal_one] at h'
+          exact h'
   have hB' : S * B * Bᴴ = 1 := mul_eq_one_comm.1 hB
   -- diagonalize the Hamiltonian in the orthonormalized basis
```

What went wrong. The error comes in the proof that B†SB = 1, where each diagonal entry must be shown to equal 1. The fact `h` says this for real numbers, while the goal is an equation between complex numbers. `exact_mod_cast` should bridge the two by moving the casts from ℝ to ℂ outwards until they can be dropped. But the factor `r i` hides its cast inside the local definition `r`, which `exact_mod_cast` did not unfold. The goal therefore stayed complex, as the message shows, and the real equation `h` did not have its type.

The repair works from the other side. `congrArg` applies the cast to both sides of `h`, and `simp only` with `Complex.ofReal_mul` and `Complex.ofReal_one` distributes it over the products and removes it from 1. Each inverse square root is left as a real number cast whole into ℂ, which is just how `r i` is defined, so `exact h'` succeeds by unfolding `r`.

Putting `hS.eigenvalues_pos i` directly into `hne`, in place of the separate `hp`, is mere tidying.
